# Scattering lengths of opposite sign cancel on average at exactly one composition of a binary random alloy

A sample in a neutron beam sits in a container whose Bragg peaks overlap its own. If the container is a random alloy of two species with scattering lengths of opposite sign, its mean scattering length can be tuned to zero. Which composition does this, and what scattering remains?

## Sites are occupied independently

Let $c$ be the concentration of species 1, with scattering length $b_1$; species 2 has $b_2$. All atoms of a species share one length, so the extra scattering from isotopes and nuclear spins within an element is left out. The mean length is $\bar b=cb_1+(1-c)b_2$, and the Laue variance is $V=cb_1^2+(1-c)b_2^2-\bar b^2$.

```lean
import Mathlib

open Finset

namespace NullMatrixAlloy

noncomputable section

variable {ι : Type*} [Fintype ι] [DecidableEq ι]

/-- Mean scattering length of a binary alloy with concentration `c` of species 1. -/
def meanLength (c b1 b2 : ℝ) : ℝ := c * b1 + (1 - c) * b2

/-- Laue variance: mean squared scattering length minus the square of the mean. -/
def laueVariance (c b1 b2 : ℝ) : ℝ :=
  c * b1 ^ 2 + (1 - c) * b2 ^ 2 - meanLength c b1 b2 ^ 2
```

The finite type `ι` labels the $N$ sites. A configuration `σ : ι → Bool` puts species 1 where it is `true`, and its weight is a product over sites. This product is the independence hypothesis: there is no short-range order.

```lean
/-- Scattering length of the atom on a site: `true` is species 1, `false` is species 2. -/
def siteLength (b1 b2 : ℝ) (s : Bool) : ℝ := if s then b1 else b2

/-- Probability that a site carries the given species. -/
def occupation (c : ℝ) (s : Bool) : ℝ := if s then c else 1 - c

/-- Average over all configurations of an alloy whose sites are occupied independently. -/
def alloyAverage (c : ℝ) (F : (ι → Bool) → ℝ) : ℝ :=
  ∑ σ : ι → Bool, (∏ k, occupation c (σ k)) * F σ

/-- Intensity scattered by one configuration, with phase `φ j` for the wave from site `j`. -/
def intensity (b1 b2 : ℝ) (φ : ι → ℝ) (σ : ι → Bool) : ℝ :=
  Complex.normSq (∑ j, (siteLength b1 b2 (σ j) : ℂ) * Complex.exp (φ j * Complex.I))
```

Write $\beta_j$ for the length on site $j$. In $\langle\beta_i\beta_j\rangle$ every other site sums to $c+(1-c)=1$. What remains is $cb_1^2+(1-c)b_2^2$ for $i=j$ and $\bar b^2$ for $i\ne j$, so
$$\langle\beta_i\beta_j\rangle=\bar b^2+V\delta_{ij}.$$
In `pair_average`, `key` factorises the configuration sum, and the case split on `i = j` evaluates the factors.

```lean
/-- The average product of two scattering lengths is the mean square on one site and the
squared mean on two different sites. -/
theorem pair_average (c b1 b2 : ℝ) (i j : ι) :
    alloyAverage c (fun σ => siteLength b1 b2 (σ i) * siteLength b1 b2 (σ j)) =
      if i = j then c * b1 ^ 2 + (1 - c) * b2 ^ 2 else meanLength c b1 b2 ^ 2 := by
  -- a sum over configurations of a product over sites factorises
  have key : ∀ g : ι → Bool → ℝ, ∑ σ : ι → Bool, ∏ k, g k (σ k) = ∏ k, ∑ s, g k s := by
    intro g
    rw [Finset.prod_univ_sum, Fintype.piFinset_univ]
  have h : ∀ σ : ι → Bool, (∏ k, occupation c (σ k)) *
      (siteLength b1 b2 (σ i) * siteLength b1 b2 (σ j)) =
      ∏ k, (occupation c (σ k) * ((if k = i then siteLength b1 b2 (σ k) else 1) *
        (if k = j then siteLength b1 b2 (σ k) else 1))) := by
    intro σ
    simp only [Finset.prod_mul_distrib, Finset.prod_ite_eq', Finset.mem_univ, if_true]
  calc alloyAverage c (fun σ => siteLength b1 b2 (σ i) * siteLength b1 b2 (σ j))
      = ∑ σ : ι → Bool, ∏ k, (occupation c (σ k) *
          ((if k = i then siteLength b1 b2 (σ k) else 1) *
          (if k = j then siteLength b1 b2 (σ k) else 1))) :=
        Finset.sum_congr rfl (fun σ _ => h σ)
    _ = ∏ k, ∑ s, (occupation c s * ((if k = i then siteLength b1 b2 s else 1) *
          (if k = j then siteLength b1 b2 s else 1))) :=
        key (fun k s => occupation c s * ((if k = i then siteLength b1 b2 s else 1) *
          (if k = j then siteLength b1 b2 s else 1)))
    _ = _ := by
        by_cases hij : i = j
        · subst hij
          have e : ∀ k, ∑ s, (occupation c s * ((if k = i then siteLength b1 b2 s else 1) *
              (if k = i then siteLength b1 b2 s else 1))) =
              if k = i then c * b1 ^ 2 + (1 - c) * b2 ^ 2 else 1 := by
            intro k
            rw [Fintype.sum_bool]
            by_cases hk : k = i <;> simp [hk, occupation, siteLength, sq]
          rw [Finset.prod_congr rfl (fun k _ => e k)]
          simp
        · have e : ∀ k, ∑ s, (occupation c s * ((if k = i then siteLength b1 b2 s else 1) *
              (if k = j then siteLength b1 b2 s else 1))) =
              (if k = i then meanLength c b1 b2 else 1) *
              (if k = j then meanLength c b1 b2 else 1) := by
            intro k
            rw [Fintype.sum_bool]
            by_cases hk : k = i
            · have hkj : k ≠ j := fun h' => hij (hk.symm.trans h')
              simp [hk, hij, occupation, siteLength, meanLength]
            · by_cases hkj : k = j
              · have hji : j ≠ i := fun h' => hij h'.symm
                simp [hkj, hji, occupation, siteLength, meanLength]
              · simp [hk, hkj, occupation]
          rw [Finset.prod_congr rfl (fun k _ => e k), Finset.prod_mul_distrib]
          simp [hij, sq]
```

Without independence the result changes. Take two sites with equal phases, always occupied by opposite species, with $b_1=-1$, $b_2=1$ and $c=1/2$. The intensity is always 0, whereas independent sites give an average of 2.

## Lengths are real and phases are fixed

Real lengths mean no absorption. Fixed real phases $\varphi_j$ mean that atoms do not shift with their species or vibrate. The intensity is that of single scattering:
$$I=\Big|\sum_j\beta_je^{i\varphi_j}\Big|^2=\Big(\sum_j\beta_j\cos\varphi_j\Big)^2+\Big(\sum_j\beta_j\sin\varphi_j\Big)^2.$$
For real weights $x_j$, the pair average gives
$$\Big\langle\Big(\sum_j\beta_jx_j\Big)^2\Big\rangle=\sum_{i,j}x_ix_j\langle\beta_i\beta_j\rangle=\bar b^2\Big(\sum_jx_j\Big)^2+V\sum_jx_j^2.$$

```lean
/-- Average square of a weighted sum of scattering lengths, split into a part from the mean
length and a part from the variance. -/
theorem average_sq (c b1 b2 : ℝ) (x : ι → ℝ) :
    alloyAverage c (fun σ => (∑ j, siteLength b1 b2 (σ j) * x j) ^ 2) =
      meanLength c b1 b2 ^ 2 * (∑ j, x j) ^ 2 + laueVariance c b1 b2 * ∑ j, x j ^ 2 := by
  -- expand the square into pairs of sites
  have h1 : alloyAverage c (fun σ => (∑ j, siteLength b1 b2 (σ j) * x j) ^ 2) =
      ∑ i, ∑ j, x i * x j *
        alloyAverage c (fun σ => siteLength b1 b2 (σ i) * siteLength b1 b2 (σ j)) := by
    unfold alloyAverage
    simp_rw [sq, Finset.sum_mul_sum, Finset.mul_sum]
    refine Finset.sum_comm.trans (Finset.sum_congr rfl fun i _ => ?_)
    refine Finset.sum_comm.trans (Finset.sum_congr rfl fun j _ => ?_)
    exact Finset.sum_congr rfl fun σ _ => by ring
  have h2 : ∀ i j, x i * x j *
      alloyAverage c (fun σ => siteLength b1 b2 (σ i) * siteLength b1 b2 (σ j)) =
      meanLength c b1 b2 ^ 2 * (x i * x j) +
        (if i = j then laueVariance c b1 b2 * (x i * x j) else 0) := by
    intro i j
    rw [pair_average]
    split_ifs
    · unfold laueVariance
      ring
    · ring
  rw [h1]
  simp_rw [h2, Finset.sum_add_distrib]
  rw [sq (∑ j, x j), Finset.sum_mul_sum]
  simp [Finset.mul_sum, sq]

omit [DecidableEq ι] in
/-- The squared modulus of a sum of waves is the sum of its squared cosine and sine parts. -/
theorem normSq_wave_sum (a φ : ι → ℝ) :
    Complex.normSq (∑ j, (a j : ℂ) * Complex.exp (φ j * Complex.I)) =
      (∑ j, a j * Real.cos (φ j)) ^ 2 + (∑ j, a j * Real.sin (φ j)) ^ 2 := by
  rw [Complex.normSq_apply]
  simp only [Complex.re_sum, Complex.im_sum, Complex.re_ofReal_mul, Complex.im_ofReal_mul,
    Complex.exp_ofReal_mul_I_re, Complex.exp_ofReal_mul_I_im]
  ring
```

Adding the cases $x_j=\cos\varphi_j$ and $x_j=\sin\varphi_j$, with $\cos^2\varphi_j+\sin^2\varphi_j=1$ on each site, yields
$$\langle I\rangle=\bar b^2\Big|\sum_je^{i\varphi_j}\Big|^2+NV.$$
The proof of `laue_formula` follows this route; `hN` is the sum of the unit moduli.

```lean
/-- Laue formula: the average intensity is the squared mean length times the interference
factor of the sites, plus the number of sites times the variance. -/
theorem laue_formula (c b1 b2 : ℝ) (φ : ι → ℝ) :
    alloyAverage c (intensity b1 b2 φ) =
      meanLength c b1 b2 ^ 2 * Complex.normSq (∑ j, Complex.exp (φ j * Complex.I)) +
        Fintype.card ι * laueVariance c b1 b2 := by
  have hS := normSq_wave_sum (fun _ : ι => (1 : ℝ)) φ
  simp only [Complex.ofReal_one, one_mul] at hS
  have hI : alloyAverage c (intensity b1 b2 φ) =
      alloyAverage c (fun σ => (∑ j, siteLength b1 b2 (σ j) * Real.cos (φ j)) ^ 2) +
      alloyAverage c (fun σ => (∑ j, siteLength b1 b2 (σ j) * Real.sin (φ j)) ^ 2) := by
    unfold alloyAverage
    rw [← Finset.sum_add_distrib]
    refine Finset.sum_congr rfl fun σ _ => ?_
    rw [← mul_add, intensity, normSq_wave_sum (fun j => siteLength b1 b2 (σ j)) φ]
  -- every site contributes a phase factor of unit modulus
  have hN : ∑ j, Real.cos (φ j) ^ 2 + ∑ j, Real.sin (φ j) ^ 2 = (Fintype.card ι : ℝ) := by
    rw [← Finset.sum_add_distrib]
    simp [Real.cos_sq_add_sin_sq]
  rw [hI, average_sq, average_sq, hS]
  linear_combination laueVariance c b1 b2 * hN
```

With complex lengths a null composition may not exist: for $b_1=-1$, $b_2=1-i$, the imaginary part of the mean vanishes only at $c=1$, where the mean is $-1$.

## The lengths have opposite signs

Let $b_1<0<b_2$. The condition $\bar b=0$ reads $c(b_2-b_1)=b_2$. Since $b_2-b_1>0$, its only solution is
$$c=\frac{b_2}{b_2-b_1},$$
which is positive because $b_2>0$ and below 1 because $b_1<0$. The Lean proof supplies this quotient, checks both bounds and recovers it from any other solution.

```lean
/-- Scattering lengths of opposite sign cancel on average at exactly one concentration
strictly between 0 and 1. -/
theorem existsUnique_null_composition {b1 b2 : ℝ} (h1 : b1 < 0) (h2 : 0 < b2) :
    ∃! c : ℝ, (0 < c ∧ c < 1) ∧ meanLength c b1 b2 = 0 := by
  have hd : 0 < b2 - b1 := by linarith
  refine ⟨b2 / (b2 - b1), ⟨⟨div_pos h2 hd, ?_⟩, ?_⟩, ?_⟩
  · rw [div_lt_one hd]
    linarith
  · have hc : b2 / (b2 - b1) * (b2 - b1) = b2 := div_mul_cancel₀ _ hd.ne'
    unfold meanLength
    linear_combination -hc
  · rintro y ⟨_, hy⟩
    unfold meanLength at hy
    rw [eq_div_iff hd.ne']
    linear_combination -hy
```

For $b_1=1$, $b_2=2$ the mean is $2-c>1$ throughout $(0,1)$, so there is no null composition.

## The mean length vanishes

At $\bar b=0$ the variance is $V=cb_1^2+(1-c)b_2^2$. Multiplying $cb_1+(1-c)b_2=0$ by $b_1+b_2$ gives
$$cb_1^2+(1-c)b_2^2+b_1b_2=0,$$
hence $V=-b_1b_2$. This multiplication is the `linear_combination` step.

```lean
/-- Where the mean scattering length vanishes, the Laue variance equals the mean squared
length, and both equal `-b1 b2`. -/
theorem variance_at_null {c b1 b2 : ℝ} (h : meanLength c b1 b2 = 0) :
    laueVariance c b1 b2 = c * b1 ^ 2 + (1 - c) * b2 ^ 2 ∧
      laueVariance c b1 b2 = -(b1 * b2) := by
  have hv : laueVariance c b1 b2 = c * b1 ^ 2 + (1 - c) * b2 ^ 2 := by
    rw [laueVariance, h]
    ring
  refine ⟨hv, ?_⟩
  rw [hv]
  unfold meanLength at h
  linear_combination (b1 + b2) * h
```

The hypothesis `h` matters twice here. Taking the mean square for the variance is wrong at other compositions: $b_1=-1$, $b_2=3$, $c=1/2$ has mean square 5 and variance 4, while $-b_1b_2=3$.

The identity also shows when a null composition exists. If $b_1\neq0$ and $0<c<1$, the mean square is positive, so $b_1b_2<0$. If $b_1=0$, then $(1-c)b_2=0$ forces $b_2=0$. Conversely, opposite signs are covered above, after exchanging species if necessary, and two zero lengths cancel at $c=1/2$.

```lean
/-- A mixture of both species has zero mean scattering length at some concentration if and
only if the two lengths have opposite signs or both vanish. -/
theorem null_composition_iff (b1 b2 : ℝ) :
    (∃ c : ℝ, (0 < c ∧ c < 1) ∧ meanLength c b1 b2 = 0) ↔
      b1 * b2 < 0 ∨ (b1 = 0 ∧ b2 = 0) := by
  constructor
  · rintro ⟨c, ⟨h0, h1⟩, h⟩
    have hc : 0 < 1 - c := by linarith
    by_cases hb : b1 = 0
    · right
      refine ⟨hb, ?_⟩
      rw [meanLength, hb, mul_zero, zero_add] at h
      exact (mul_eq_zero.mp h).resolve_left hc.ne'
    · left
      -- the mean squared length is positive and equals `-b1 b2`
      obtain ⟨e1, e2⟩ := variance_at_null h
      have p1 : 0 < c * b1 ^ 2 := by positivity
      have p2 : 0 ≤ (1 - c) * b2 ^ 2 := mul_nonneg hc.le (sq_nonneg b2)
      linarith
  · rintro (h | ⟨rfl, rfl⟩)
    · rcases mul_neg_iff.mp h with ⟨h1, h2⟩ | ⟨h1, h2⟩
      · obtain ⟨c, ⟨⟨p, q⟩, hc⟩, _⟩ := existsUnique_null_composition h2 h1
        refine ⟨1 - c, ⟨by linarith, by linarith⟩, ?_⟩
        unfold meanLength at hc ⊢
        linear_combination hc
      · exact (existsUnique_null_composition h1 h2).exists
    · exact ⟨1 / 2, by norm_num, by simp [meanLength]⟩
```

Putting $\bar b=0$ into the intensity formula leaves $\langle I\rangle=-Nb_1b_2$ for any phases. If the lengths have opposite signs, the alloy still scatters, but on average without Bragg peaks; a single configuration generally still shows fluctuations. For simulations of finite, static alloys in single scattering, with each site drawn independently, this gives a flat reference value for the configuration average. Shuffling fixed numbers of atoms at exactly this composition correlates the sites: the intensity is then zero whenever all phases are equal.

```lean
/-- At zero mean scattering length the average intensity is `-b1 b2` per site, whatever the
phases of the sites. -/
theorem null_matrix_intensity {c b1 b2 : ℝ} (h : meanLength c b1 b2 = 0) (φ : ι → ℝ) :
    alloyAverage c (intensity b1 b2 φ) = Fintype.card ι * -(b1 * b2) := by
  rw [laue_formula, (variance_at_null h).2, h]
  ring
```

For $-3.44$ and $7.16$ fm, $c=7.16/10.60\approx0.6755$, and the average intensity per site is about $24.63\ \mathrm{fm}^2$. The theorem brackets $c$; Lean's numbers carry no units, so both lengths must be given in the same one.

```lean
/-- For scattering lengths -3.44 fm and 7.16 fm, the concentration of the first species at
zero mean length lies between 0.675 and 0.676. -/
theorem null_composition_numeric {c : ℝ} (h : meanLength c (-3.44) 7.16 = 0) :
    0.675 < c ∧ c < 0.676 := by
  unfold meanLength at h
  norm_num at h ⊢
  constructor <;> linarith

end

end NullMatrixAlloy
```

```lean
#print axioms NullMatrixAlloy.existsUnique_null_composition
-- 'NullMatrixAlloy.existsUnique_null_composition' depends on axioms: [propext, Classical.choice, Quot.sound]
#print axioms NullMatrixAlloy.null_composition_iff
-- 'NullMatrixAlloy.null_composition_iff' depends on axioms: [propext, Classical.choice, Quot.sound]
#print axioms NullMatrixAlloy.null_matrix_intensity
-- 'NullMatrixAlloy.null_matrix_intensity' depends on axioms: [propext, Classical.choice, Quot.sound]
#print axioms NullMatrixAlloy.null_composition_numeric
-- 'NullMatrixAlloy.null_composition_numeric' depends on axioms: [propext, Classical.choice, Quot.sound]
```
